# A determinant lower bound for the eigenvalues of a positive definite, unit-diagonal overlap matrix

Let $S$ be the overlap matrix of $n\ge 2$ normalised, linearly independent basis functions. Every eigenvalue $m$ of $S$, and so the smallest, satisfies

$$m>\Big(\frac{n-1}{n}\Big)^{n-1}\det S .$$

A basis is nearly linearly dependent when some combination with coefficients $c_i$, $\sum_i|c_i|^2=1$, has almost zero norm, which means that $S$ has a very small eigenvalue. Symmetric and canonical orthogonalisation divide by the square roots of the eigenvalues of $S$. For a finite basis of normalised functions in an electronic-structure calculation, a determinant that is not small therefore excludes the problem. In a large basis, a small determinant does not by itself show near linear dependence: $p$ mutually orthogonal pairs with overlap $1/2$ inside each pair have $\det S=(3/4)^p$, while the smallest eigenvalue stays at $1/2$.

In Lean, $S$ is a complex matrix indexed by `Fin n`. Linear independence enters as `S.PosDef`, which includes Hermiticity, and normalisation as `∀ i, S i i = 1`.

```lean
import Mathlib

open Matrix Finset
open scoped ComplexOrder Topology

namespace OverlapDeterminantTest

noncomputable section

variable {n : ℕ} {S : Matrix (Fin n) (Fin n) ℂ}
```

## The mean bounds a product

Let $x_i>0$ for $i$ in a nonempty set of $k$ elements, with arithmetic mean $a$. From $y\le e^{y-1}$ with $y=x_i/a$ we get $x_i\le a\,e^{x_i/a-1}$. The exponents sum to $k-k=0$, so

$$\prod_i x_i\le a^k\exp\sum_i\Big(\frac{x_i}{a}-1\Big)=a^k .$$

The two lines of the `calc` block are these two steps, and `hzero` is the vanishing sum.

```lean
/-- The product of finitely many positive numbers is at most the matching power of their
arithmetic mean. -/
theorem prod_le_mean_pow {ι : Type*} (s : Finset ι) (x : ι → ℝ) (hs : s.Nonempty)
    (hx : ∀ i ∈ s, 0 < x i) :
    ∏ i ∈ s, x i ≤ ((∑ i ∈ s, x i) / (s.card : ℝ)) ^ s.card := by
  have hk : (0 : ℝ) < s.card := by exact_mod_cast hs.card_pos
  obtain ⟨a, ha'⟩ : ∃ a, a = (∑ i ∈ s, x i) / (s.card : ℝ) := ⟨_, rfl⟩
  have ha : 0 < a := by rw [ha']; exact div_pos (Finset.sum_pos hx hs) hk
  have hsum : ∑ i ∈ s, x i = a * s.card := by rw [ha']; field_simp
  have hzero : ∑ i ∈ s, (x i / a - 1) = 0 := by
    rw [Finset.sum_sub_distrib, ← Finset.sum_div, Finset.sum_const, nsmul_eq_mul, mul_one,
      hsum, mul_div_cancel_left₀ _ ha.ne', sub_self]
  rw [← ha']
  -- each factor obeys x ≤ a exp(x/a - 1), and the exponents add up to zero
  calc ∏ i ∈ s, x i ≤ ∏ i ∈ s, a * Real.exp (x i / a - 1) := by
        refine Finset.prod_le_prod (fun i hi => (hx i hi).le) (fun i _ => ?_)
        have h := mul_le_mul_of_nonneg_left (Real.add_one_le_exp (x i / a - 1)) ha.le
        have h2 : a * (x i / a) = x i := by field_simp
        rw [sub_add_cancel, h2] at h
        exact h
    _ = a ^ s.card := by
        rw [Finset.prod_mul_distrib, Finset.prod_const, ← Real.exp_sum, hzero, Real.exp_zero,
          mul_one]
```

## Trace and determinant in terms of eigenvalues

Write $\lambda_i$ for the eigenvalues, `hS.eigenvalues i` in Lean. The trace is the sum of the diagonal entries, so $\sum_i\lambda_i=\sum_i S_{ii}=n$.

```lean
/-- The eigenvalues of a Hermitian matrix with unit diagonal add up to the size n of the matrix. -/
theorem sum_eigenvalues (hS : S.IsHermitian) (h1 : ∀ i, S i i = 1) :
    ∑ i, hS.eigenvalues i = n := by
  have h : S.trace = ∑ i, ((hS.eigenvalues i : ℝ) : ℂ) := hS.trace_eq_sum_eigenvalues
  have ht : S.trace = (n : ℂ) := by simp [Matrix.trace, h1]
  rw [ht] at h
  exact_mod_cast h.symm
```

The determinant is $\prod_i\lambda_i$. It is real, but Lean types it as a complex number, so the inequalities use its real part `S.det.re`.

```lean
/-- The real part of the determinant of a Hermitian matrix is the product of its eigenvalues. -/
theorem det_re_eq_prod (hS : S.IsHermitian) : S.det.re = ∏ i, hS.eigenvalues i := by
  have h : S.det = ((∏ i, hS.eigenvalues i : ℝ) : ℂ) := by
    rw [Complex.ofReal_prod]
    exact hS.det_eq_prod_eigenvalues
  rw [h, Complex.ofReal_re]
```

## One eigenvalue against all the others

Single out $m=\lambda_i$. The other $n-1$ eigenvalues are positive and sum to $n-m$, so the bound on products gives

$$\det S=m\prod_{j\ne i}\lambda_j\le m\Big(\frac{n-m}{n-1}\Big)^{n-1}.$$

The set `univ.erase i` holds the other indices; it is nonempty because $n\ge2$.

```lean
/-- For a positive definite overlap matrix of n ≥ 2 normalised functions, each eigenvalue m
satisfies det S ≤ m ((n - m)/(n - 1))^(n - 1). -/
theorem det_le_eigenvalue_mul (hn : 2 ≤ n) (hS : S.PosDef) (h1 : ∀ i, S i i = 1) (i : Fin n) :
    S.det.re ≤ hS.isHermitian.eigenvalues i *
      ((n - hS.isHermitian.eigenvalues i) / (n - 1)) ^ (n - 1) := by
  have hcard : (univ.erase i).card = n - 1 := by
    rw [Finset.card_erase_of_mem (mem_univ i), Finset.card_univ, Fintype.card_fin]
  have hne : (univ.erase i).Nonempty := by
    rw [← Finset.card_pos, hcard]; omega
  have h := prod_le_mean_pow (univ.erase i) hS.isHermitian.eigenvalues hne
    (fun j _ => hS.eigenvalues_pos j)
  have hsum := Finset.add_sum_erase univ hS.isHermitian.eigenvalues (mem_univ i)
  rw [sum_eigenvalues hS.isHermitian h1] at hsum
  rw [hcard, eq_sub_of_add_eq' hsum, Nat.cast_sub (by omega : 1 ≤ n), Nat.cast_one] at h
  rw [det_re_eq_prod hS.isHermitian, ← Finset.mul_prod_erase univ _ (mem_univ i)]
  exact mul_le_mul_of_nonneg_left h (hS.eigenvalues_pos i).le
```

Since all eigenvalues are positive, $0<m\le n$ and hence $0\le n-m<n$. Replacing $n-m$ by $n$ makes the bound strictly weaker:

$$\det S<m\Big(\frac{n}{n-1}\Big)^{n-1}.$$

Multiplying by $\big(\frac{n-1}{n}\big)^{n-1}$ gives the result stated at the top. The theorem `det_test` states it for every index `i`, which includes the smallest eigenvalue. In the proof `hlt` is the strict replacement, and `hone` says that the two powers multiply to one.

```lean
/-- Determinant test: for a positive definite overlap matrix of n ≥ 2 normalised functions,
every eigenvalue is larger than ((n - 1)/n)^(n - 1) det S. -/
theorem det_test (hn : 2 ≤ n) (hS : S.PosDef) (h1 : ∀ i, S i i = 1) (i : Fin n) :
    (((n : ℝ) - 1) / n) ^ (n - 1) * S.det.re < hS.isHermitian.eigenvalues i := by
  have hdet := det_le_eigenvalue_mul hn hS h1 i
  have hpos : 0 < hS.isHermitian.eigenvalues i := hS.eigenvalues_pos i
  have hle : hS.isHermitian.eigenvalues i ≤ n := by
    rw [← sum_eigenvalues hS.isHermitian h1]
    exact Finset.single_le_sum (fun j _ => (hS.eigenvalues_pos j).le) (mem_univ i)
  generalize hS.isHermitian.eigenvalues i = m at hdet hpos hle ⊢
  have hn' : (2 : ℝ) ≤ n := by exact_mod_cast hn
  have hn0 : (0 : ℝ) < n := by linarith
  have hn1 : (0 : ℝ) < (n : ℝ) - 1 := by linarith
  have hK : 0 < (((n : ℝ) - 1) / n) ^ (n - 1) := pow_pos (div_pos hn1 hn0) _
  -- dropping m from the mean of the other eigenvalues makes the bound strictly weaker
  have hlt : ((n - m) / ((n : ℝ) - 1)) ^ (n - 1) < ((n : ℝ) / (n - 1)) ^ (n - 1) :=
    pow_lt_pow_left₀ (div_lt_div_of_pos_right (by linarith) hn1)
      (div_nonneg (by linarith) hn1.le) (by omega)
  have hone : (((n : ℝ) - 1) / n) ^ (n - 1) * ((n : ℝ) / (n - 1)) ^ (n - 1) = 1 := by
    have h : ((n : ℝ) - 1) / n * ((n : ℝ) / (n - 1)) = 1 := by
      rw [div_mul_div_comm, mul_comm, div_self (mul_pos hn0 hn1).ne']
    rw [← mul_pow, h, one_pow]
  have h2 := mul_lt_mul_of_pos_left (hdet.trans_lt (mul_lt_mul_of_pos_left hlt hpos)) hK
  linear_combination h2 + m * hone
```

## A bound on norms with no basis size in it

Apply $\lambda_j\le e^{\lambda_j-1}$ directly to the other eigenvalues. Because $\sum_j(\lambda_j-1)=0$, their exponents sum to $1-m$, and

$$\det S\le m\,e^{1-m}\le e\,m .$$

So every eigenvalue is at least $q=\det S/e$. With the spectral decomposition $S=U\Lambda U^\dagger$, where $U$ is unitary and $\Lambda$ is the diagonal matrix of eigenvalues, the matrix $S-q=U(\Lambda-q)U^\dagger$ is positive semidefinite. For any coefficient vector $c$ this means

$$c^\dagger S c\ \ge\ \frac{\det S}{e}\sum_i|c_i|^2 .$$

With $\det S=0.1$, for instance, no combination with $\sum_i|c_i|^2=1$ has squared norm below about $0.037$, however large the basis. In the proof `hev` is the eigenvalue bound, `hspec` the spectral decomposition and `hP` the semidefiniteness.

```lean
/-- For a positive definite overlap matrix of normalised functions, the squared norm c†Sc of
any combination is at least (det S / e) times the sum of |c_i|², whatever the basis size. -/
theorem norm_sq_ge_det (hS : S.PosDef) (h1 : ∀ i, S i i = 1) (c : Fin n → ℂ) :
    Real.exp (-1) * S.det.re * ∑ i, ‖c i‖ ^ 2 ≤ (star c ⬝ᵥ S *ᵥ c).re := by
  have hH := hS.isHermitian
  obtain ⟨q, hq⟩ : ∃ q, q = Real.exp (-1) * S.det.re := ⟨_, rfl⟩
  -- every eigenvalue is at least q, since x ≤ exp(x - 1) for all the others
  have hev : ∀ i, q ≤ hH.eigenvalues i := by
    intro i
    have hpos : 0 < hH.eigenvalues i := hS.eigenvalues_pos i
    have hprod : ∏ j ∈ univ.erase i, hH.eigenvalues j ≤ Real.exp 1 := by
      calc ∏ j ∈ univ.erase i, hH.eigenvalues j
          ≤ ∏ j ∈ univ.erase i, Real.exp (hH.eigenvalues j - 1) :=
            Finset.prod_le_prod (fun j _ => (hS.eigenvalues_pos j).le)
              (fun j _ => by linarith [Real.add_one_le_exp (hH.eigenvalues j - 1)])
        _ ≤ Real.exp 1 := by
            rw [← Real.exp_sum]
            apply Real.exp_le_exp.mpr
            have h := Finset.add_sum_erase univ (fun j => hH.eigenvalues j - 1) (mem_univ i)
            have h0 : ∑ j, (hH.eigenvalues j - 1) = 0 := by
              rw [Finset.sum_sub_distrib, sum_eigenvalues hH h1]; simp
            linarith
    have he : Real.exp (-1) * Real.exp 1 = 1 := by rw [← Real.exp_add]; simp
    rw [hq, det_re_eq_prod hH, ← Finset.mul_prod_erase univ _ (mem_univ i)]
    have h := mul_le_mul_of_nonneg_left (mul_le_mul_of_nonneg_left hprod hpos.le)
      (Real.exp_pos (-1)).le
    linear_combination h + hH.eigenvalues i * he
  -- hence S - q is positive semidefinite, by the spectral theorem
  have hP : (S - (q : ℂ) • (1 : Matrix (Fin n) (Fin n) ℂ)).PosSemidef := by
    let U : Matrix (Fin n) (Fin n) ℂ := hH.eigenvectorUnitary
    have hU : U * Uᴴ = 1 := Matrix.mem_unitaryGroup_iff.mp hH.eigenvectorUnitary.2
    have hspec : S = U * diagonal (fun i => ((hH.eigenvalues i : ℝ) : ℂ)) * Uᴴ := by
      have h := hH.spectral_theorem
      rw [Unitary.conjStarAlgAut_apply] at h
      exact h
    have hD : (diagonal (fun i => ((hH.eigenvalues i - q : ℝ) : ℂ))).PosSemidef :=
      Matrix.PosSemidef.diagonal (fun i => by
        exact Complex.zero_le_real.mpr (sub_nonneg.mpr (hev i)))
    have hsplit : diagonal (fun i => ((hH.eigenvalues i - q : ℝ) : ℂ)) =
        diagonal (fun i => ((hH.eigenvalues i : ℝ) : ℂ)) - (q : ℂ) • 1 := by
      ext i j
      by_cases h : i = j <;> simp [h]
    have h := hD.mul_mul_conjTranspose_same U
    rw [hsplit, mul_sub, sub_mul, ← hspec, mul_smul_comm, mul_one, smul_mul_assoc, hU] at h
    exact h
  have h := (Complex.le_def.mp (hP.dotProduct_mulVec_nonneg c)).1
  have hc : star c ⬝ᵥ c = ((∑ i, ‖c i‖ ^ 2 : ℝ) : ℂ) := by
    simp [dotProduct, Complex.conj_mul']
  rw [Matrix.sub_mulVec, dotProduct_sub, Matrix.smul_mulVec, Matrix.one_mulVec,
    dotProduct_smul, hc, smul_eq_mul, ← Complex.ofReal_mul, Complex.sub_re,
    Complex.ofReal_re, Complex.zero_re] at h
  rw [← hq]
  linarith
```

## Functions with equal negative overlaps

The bound on products is an equality when the other eigenvalues coincide. This happens for $n$ normalised functions whose mutual overlaps all equal $-t$. Here $t$ is minus an overlap, not a hopping amplitude.

```lean
/-- The n × n matrix with ones on the diagonal and -t everywhere else. When it is positive
semidefinite, it is the overlap matrix of n normalised functions with mutual overlaps -t. -/
def equalOverlap (n : ℕ) (t : ℝ) : Matrix (Fin n) (Fin n) ℂ :=
  Matrix.of fun i j => if i = j then 1 else -(t : ℂ)
```

Let $J$ be the matrix with all entries one. Then $S=(1+t)\,(1+sJ)$ with $s=-t/(1+t)$. Since $J$ is a column times a row, $\det(1+sJ)=1+ns$, and

$$\det S=(1+t)^n\Big(1-\frac{nt}{1+t}\Big)=\big(1-(n-1)t\big)(1+t)^{n-1}.$$

The lemma `Matrix.det_one_add_mul_comm` exchanges column and row, which leaves a $1\times1$ determinant.

```lean
/-- For n ≥ 1 and t ≥ 0 the equal-overlap matrix has determinant
(1 - (n - 1)t)(1 + t)^(n - 1). -/
theorem equalOverlap_det (hn : 1 ≤ n) {t : ℝ} (ht : 0 ≤ t) :
    (equalOverlap n t).det = (((1 - (n - 1) * t) * (1 + t) ^ (n - 1) : ℝ) : ℂ) := by
  obtain ⟨k, rfl⟩ : ∃ k, n = k + 1 := ⟨n - 1, by omega⟩
  have h0 : (1 + (t : ℂ)) ≠ 0 := by exact_mod_cast (by positivity : (1 + t) ≠ 0)
  obtain ⟨s, hs⟩ : ∃ s : ℂ, (1 + (t : ℂ)) * s = -t := ⟨-t / (1 + t), by field_simp⟩
  -- a multiple of the identity plus a rank-one matrix
  have hS : equalOverlap (k + 1) t = (1 + (t : ℂ)) •
      (1 + (Matrix.of fun _ _ => s : Matrix (Fin (k + 1)) (Fin 1) ℂ) *
        (Matrix.of fun _ _ => 1 : Matrix (Fin 1) (Fin (k + 1)) ℂ)) := by
    ext i j
    simp only [equalOverlap, Matrix.of_apply, Matrix.smul_apply, Matrix.add_apply,
      Matrix.mul_apply, Matrix.one_apply, Finset.sum_const, Finset.card_univ,
      Fintype.card_fin, one_smul, smul_eq_mul]
    split_ifs <;> linear_combination -hs
  rw [hS, Matrix.det_smul, Matrix.det_one_add_mul_comm, Matrix.det_fin_one]
  simp only [Matrix.add_apply, Matrix.one_apply_eq, Matrix.mul_apply, Matrix.of_apply,
    Finset.sum_const, Finset.card_univ, Fintype.card_fin, nsmul_eq_mul, one_mul,
    Nat.add_sub_cancel]
  push_cast
  linear_combination (1 + (t : ℂ)) ^ k * (k + 1) * hs
```

For positive definiteness, write

$$S=\big(1-(n-1)t\big)\,1+t\,(n\,1-J).$$

From $J^2=nJ$ follows $(n-J)^\dagger(n-J)=n(n-J)$, so $n-J$ is positive semidefinite. For $t\ge0$ and $(n-1)t<1$ the first term is positive definite and the second positive semidefinite.

```lean
/-- For n ≥ 1, t ≥ 0 and (n - 1)t < 1 the equal-overlap matrix is positive definite. -/
theorem equalOverlap_posDef (hn : 1 ≤ n) {t : ℝ} (ht : 0 ≤ t) (ht1 : (n - 1) * t < 1) :
    (equalOverlap n t).PosDef := by
  let J : Matrix (Fin n) (Fin n) ℂ := Matrix.of fun _ _ => 1
  have hn0 : (n : ℂ) ≠ 0 := by exact_mod_cast (by omega : n ≠ 0)
  have hJ : J * J = (n : ℂ) • J := by ext i j; simp [J, Matrix.mul_apply]
  have hJH : Jᴴ = J := by ext i j; simp [J]
  have hPH : ((n : ℂ) • 1 - J)ᴴ = (n : ℂ) • 1 - J := by
    simp [Matrix.conjTranspose_sub, Matrix.conjTranspose_smul, hJH]
  -- n - J is n times a projector, hence positive semidefinite
  have hPP : ((n : ℂ) • 1 - J)ᴴ * ((n : ℂ) • 1 - J) = (n : ℂ) • ((n : ℂ) • 1 - J) := by
    rw [hPH]
    simp only [sub_mul, mul_sub, smul_mul_assoc, mul_smul_comm, one_mul, mul_one, hJ]
    module
  have hP : ((n : ℂ) • 1 - J).PosSemidef := by
    have h := (Matrix.posSemidef_conjTranspose_mul_self ((n : ℂ) • 1 - J)).smul
      (Complex.zero_le_real.mpr (by positivity : (0 : ℝ) ≤ (n : ℝ)⁻¹))
    rw [hPP, smul_smul, Complex.ofReal_inv, Complex.ofReal_natCast, inv_mul_cancel₀ hn0,
      one_smul] at h
    exact h
  have hS : equalOverlap n t = ((1 - (n - 1) * t : ℝ) : ℂ) • 1 +
      (t : ℂ) • ((n : ℂ) • 1 - J) := by
    ext i j
    simp only [equalOverlap, J, Matrix.of_apply, Matrix.add_apply, Matrix.sub_apply,
      Matrix.smul_apply, Matrix.one_apply, smul_eq_mul]
    push_cast
    split_ifs <;> ring
  rw [hS]
  exact (Matrix.PosDef.one.smul (Complex.zero_lt_real.mpr (by linarith))).add_posSemidef
    (hP.smul (Complex.zero_le_real.mpr ht))
```

## No larger constant works

Each row of this matrix sums to $1-(n-1)t$, so the uniform vector is an eigenvector with that eigenvalue. Lean uses the vector of ones; the normalised one has entries $1/\sqrt n$.

Take any $C>\big(\frac{n-1}{n}\big)^{n-1}$. At $t=1/(n-1)$, where $S$ becomes singular, $1+t=n/(n-1)$ and therefore $C(1+t)^{n-1}>1$. By continuity this still holds for some positive $t$ slightly below $1/(n-1)$. Multiplying by the positive number $1-(n-1)t$ gives

$$1-(n-1)t<C\,\det S .$$

The constant in `det_test` is thus the best possible for each $n\ge2$. In the proof `hlim` is the inequality at the singular point, and `hev` carries it to nearby smaller $t$.

```lean
/-- For n ≥ 2 the constant ((n - 1)/n)^(n - 1) is optimal: for any larger C, some positive
definite equal-overlap matrix has an eigenvalue, with the uniform vector as eigenvector,
below C det S. -/
theorem constant_optimal (hn : 2 ≤ n) {C : ℝ} (hC : (((n : ℝ) - 1) / n) ^ (n - 1) < C) :
    ∃ t : ℝ, (equalOverlap n t).PosDef ∧
      equalOverlap n t *ᵥ (fun _ => 1) = (fun _ => ((1 - (n - 1) * t : ℝ) : ℂ)) ∧
      1 - (n - 1) * t < C * (equalOverlap n t).det.re := by
  have hn' : (2 : ℝ) ≤ n := by exact_mod_cast hn
  have hn0 : (0 : ℝ) < n := by linarith
  have hn1 : (0 : ℝ) < (n : ℝ) - 1 := by linarith
  have hlim : 1 < C * (1 + 1 / ((n : ℝ) - 1)) ^ (n - 1) := by
    have h : ((n : ℝ) - 1) / n * (1 + 1 / ((n : ℝ) - 1)) = 1 := by
      have := hn1.ne'
      field_simp
      ring
    calc (1 : ℝ) = (((n : ℝ) - 1) / n) ^ (n - 1) * (1 + 1 / ((n : ℝ) - 1)) ^ (n - 1) := by
          rw [← mul_pow, h, one_pow]
      _ < _ := mul_lt_mul_of_pos_right hC (by positivity)
  -- by continuity the inequality survives slightly below the singular value t = 1/(n - 1)
  have hcont : Continuous fun t : ℝ => C * (1 + t) ^ (n - 1) := by fun_prop
  have hev : ∀ᶠ t in 𝓝[<] (1 / ((n : ℝ) - 1)), 1 < C * (1 + t) ^ (n - 1) :=
    ((hcont.tendsto _).eventually (lt_mem_nhds hlim)).filter_mono nhdsWithin_le_nhds
  obtain ⟨t, h1, h2⟩ := (hev.and (Ioo_mem_nhdsLT (one_div_pos.mpr hn1))).exists
  have ht1 : ((n : ℝ) - 1) * t < 1 := by
    have h := (lt_div_iff₀ hn1).mp h2.2
    linarith
  refine ⟨t, equalOverlap_posDef (by omega) h2.1.le ht1, ?_, ?_⟩
  · ext i
    have h : ∀ j, equalOverlap n t i j = (if i = j then 1 + (t : ℂ) else 0) - t := by
      intro j
      simp only [equalOverlap, Matrix.of_apply]
      split_ifs <;> ring
    simp only [Matrix.mulVec, dotProduct, h, mul_one, Finset.sum_sub_distrib,
      Finset.sum_ite_eq, Finset.mem_univ, if_true, Finset.sum_const, Finset.card_univ,
      Fintype.card_fin, nsmul_eq_mul]
    push_cast
    ring
  · rw [equalOverlap_det (by omega) h2.1.le, Complex.ofReal_re]
    have h := mul_lt_mul_of_pos_left h1 (sub_pos.mpr ht1)
    linarith

end

end OverlapDeterminantTest
```

```lean
#print axioms OverlapDeterminantTest.det_le_eigenvalue_mul
#print axioms OverlapDeterminantTest.det_test
#print axioms OverlapDeterminantTest.norm_sq_ge_det
#print axioms OverlapDeterminantTest.constant_optimal
```

```
'OverlapDeterminantTest.det_le_eigenvalue_mul' depends on axioms: [propext, Classical.choice, Quot.sound]
'OverlapDeterminantTest.det_test' depends on axioms: [propext, Classical.choice, Quot.sound]
'OverlapDeterminantTest.norm_sq_ge_det' depends on axioms: [propext, Classical.choice, Quot.sound]
'OverlapDeterminantTest.constant_optimal' depends on axioms: [propext, Classical.choice, Quot.sound]
```

## Starting from the functions

The theorems take the matrix as given. The step left to the reader is that its entries are the inner products $S_{ij}=\langle\varphi_i|\varphi_j\rangle$ of actual basis functions $\varphi_i$, so that $c^\dagger Sc$ is the squared norm of $\sum_i c_i\varphi_i$.

Another model would start from unit vectors $\varphi_i$ in a complex inner product space and define $S$ as their Gram matrix. Positive definiteness would then be derived from linear independence, and the norm bound would speak about the functions themselves. The eigenvalue argument and its constants would stay the same, but the equal-overlap example would also need vectors that realise it.
